# Radial Metropolis moves drawn uniformly from [r/D, rD] obey detailed balance for a positive spatial density ρ(r) with acceptance min(1, ρ(r′)r′/(ρ(r)r))

An electron sits at distance $r$ from a nucleus, and I want to move it radially in a variational Monte Carlo run. Close to the nucleus the steps should be short, and further out they may be longer, so I fix a number $D>1$ and draw the new distance $r'$ uniformly from $[r/D,\,rD]$. The spatial density $\rho$ is positive and, for this move, depends only on the distance, so the distance itself has density $\rho(r)r^2$ up to a constant.

The acceptance probability that is supposed to go with this move is
$$\min\left(1,\frac{\rho(r')\,r'}{\rho(r)\,r}\right).$$
It has one power of $r'/r$, although the volume element would suggest two. Does this rule really balance the flux between every pair of radii? I would like to see the argument made rigorous and checked by machine, preferably in Lean 4 with Mathlib, including the normalization of the proposal and the claim that $\rho(r)r^2$ survives a Metropolis step.

## One power of r′/r is absorbed by the window length

Yes, it does. The window grows in proportion to the starting radius, so a move outward has a higher proposal density than its reverse. This asymmetry removes one of the two powers.

Write $P(r)=\rho(r)r^2$ for the radial density, $T(r,r')$ for the density of proposing $r'$ from $r$, and $A(r,r')$ for the acceptance probability above. All radii are positive. The window has length
$$rD-\frac rD=r\left(D-\frac1D\right)>0,$$
so $T(r,r')=1/[r(D-1/D)]$ when $r/D\le r'\le rD$, and $T(r,r')=0$ otherwise. This is nonnegative. The window lies entirely in $r'>0$, and a constant equal to the inverse length, integrated over that length, gives one.

**The support is symmetric.** The condition $r/D\le r'$ is the same as $r\le r'D$, and $r'\le rD$ is the same as $r'/D\le r$. The two conditions for reaching $r'$ from $r$ are therefore the two conditions for reaching $r$ from $r'$.

**The weighted proposals agree.** Inside the window, $r\,T(r,r')=1/(D-1/D)$, which does not depend on either radius. Outside it, both proposal densities vanish. In every case
$$r\,T(r,r')=r'\,T(r',r).$$

**The flux is symmetric.** The flux of accepted moves is $F(r,r')=P(r)\,T(r,r')\,A(r,r')$. Take one factor $r$ out of $P(r)$ and multiply the remaining positive weight $\rho(r)r$ into the minimum:
$$F(r,r')=r\,T(r,r')\,\min\big(\rho(r)r,\ \rho(r')r'\big).$$
The first factor, $r\,T(r,r')$, is symmetric by the previous step, and the minimum is symmetric as it stands. Hence $F(r,r')=F(r',r)$.

**The radial density is stationary.** A Metropolis step sends a radial density $p$ to
$$p(r')\ \longmapsto\ \int_0^\infty p(r)\,T(r,r')\,A(r,r')\,dr+p(r')\left(1-\int_0^\infty T(r',s)\,A(r',s)\,ds\right).$$
The first term collects accepted arrivals, and the second keeps the walkers whose proposals were rejected. For $p=P$ the first integrand is $F(r,r')=F(r',r)$, so the inflow equals $P(r')\int_0^\infty T(r',s)A(r',s)\,ds$. This cancels the loss in the second term and leaves $P(r')$. For measurable $\rho$ the integrals are finite, because $0\le TA\le T$ and $T$ integrates to one.

**The plain ratio fails.** Suppose the acceptance were $\min(1,P(r')/P(r))$. The forward flux would be $T(r,r')\min(P(r),P(r'))$ and the reverse flux $T(r',r)\min(P(r),P(r'))$. The minimum is positive, so balance requires $T(r,r')=T(r',r)$. For radii within reach of each other, $r\,T(r,r')=r'\,T(r',r)$ then forces $r=r'$.

**No balanced rule accepts more.** Let $a$ and $a'$ be acceptance probabilities for a move and its reverse, with $P(r)T(r,r')a=P(r')T(r',r)a'$. For mutually reachable radii, dividing by the common positive factor $r\,T(r,r')=r'\,T(r',r)$ gives
$$\rho(r)r\,a=\rho(r')r'\,a'\le\rho(r')r'.$$
Together with $a\le1$ this says $a\le A(r,r')$.

Here is the complete Lean file.

```lean
import Mathlib

open MeasureTheory Set

namespace RadialMetropolis

noncomputable section

/-- The density for proposing the radius `r'` from `r`, uniform on `[r/D, rD]`. -/
def proposal (D r r' : ℝ) : ℝ :=
  (Icc (r / D) (r * D)).indicator (fun _ => (r * D - r / D)⁻¹) r'

/-- The radial density `ρ(r) r²` belonging to a spatial density `ρ`. -/
def radialDensity (ρ : ℝ → ℝ) (r : ℝ) : ℝ := ρ r * r ^ 2

/-- The probability of accepting a proposed move from `r` to `r'`. -/
def acceptance (ρ : ℝ → ℝ) (r r' : ℝ) : ℝ := min 1 (ρ r' * r' / (ρ r * r))

/-- The flux of accepted moves from `r` to `r'` in the radial density of `ρ`. -/
def flux (D : ℝ) (ρ : ℝ → ℝ) (r r' : ℝ) : ℝ :=
  radialDensity ρ r * proposal D r r' * acceptance ρ r r'

/-- One Metropolis step on a radial density `p`: accepted moves arrive at `r'`,
and rejected moves from `r'` stay there. -/
def metropolisStep (D : ℝ) (ρ p : ℝ → ℝ) (r' : ℝ) : ℝ :=
  (∫ r in Ioi 0, p r * proposal D r r' * acceptance ρ r r') +
    p r' * (1 - ∫ s in Ioi 0, proposal D r' s * acceptance ρ r' s)

/-- The proposal window has positive length. -/
lemma window_length_pos {D r : ℝ} (hD : 1 < D) (hr : 0 < r) : 0 < r * D - r / D := by
  have h1 : r / D < r := div_lt_self hr hD
  have h2 : 0 < r * (D - 1) := mul_pos hr (by linarith)
  linarith

/-- The proposal density is nonnegative and integrates to one over positive radii. -/
theorem proposal_normalized {D r : ℝ} (hD : 1 < D) (hr : 0 < r) :
    (∀ r', 0 ≤ proposal D r r') ∧ ∫ r' in Ioi 0, proposal D r r' = 1 := by
  have hw := window_length_pos hD hr
  have hD0 : 0 < D := by linarith
  refine ⟨fun r' => indicator_nonneg (fun _ _ => (inv_pos.mpr hw).le) r', ?_⟩
  have hsub : Icc (r / D) (r * D) ⊆ Ioi 0 :=
    fun x hx => lt_of_lt_of_le (div_pos hr hD0) hx.1
  unfold proposal
  rw [setIntegral_indicator measurableSet_Icc, inter_eq_right.mpr hsub, setIntegral_const,
    Real.volume_real_Icc_of_le (by linarith), smul_eq_mul, mul_inv_cancel₀ hw.ne']

/-- The radius `r'` can be proposed from `r` exactly when `r` can be proposed from `r'`. -/
theorem window_symmetric {D : ℝ} (hD : 1 < D) (r r' : ℝ) :
    r' ∈ Icc (r / D) (r * D) ↔ r ∈ Icc (r' / D) (r' * D) := by
  have hD0 : 0 < D := by linarith
  simp only [mem_Icc, div_le_iff₀ hD0]
  exact and_comm

/-- The forward and reverse proposal densities, each weighted by its starting radius,
are equal. -/
theorem proposal_reversal {D r r' : ℝ} (hD : 1 < D) (hr : 0 < r) (hr' : 0 < r') :
    r * proposal D r r' = r' * proposal D r' r := by
  -- the window length is proportional to the starting radius
  have key : ∀ x : ℝ, 0 < x → x * (x * D - x / D)⁻¹ = (D - D⁻¹)⁻¹ := by
    intro x hx
    have h : x * D - x / D = x * (D - D⁻¹) := by ring
    rw [h, mul_inv, ← mul_assoc, mul_inv_cancel₀ hx.ne', one_mul]
  by_cases h : r' ∈ Icc (r / D) (r * D)
  · have h' := (window_symmetric hD r r').1 h
    simp only [proposal, indicator_of_mem h, indicator_of_mem h', key r hr, key r' hr']
  · have h' := fun k => h ((window_symmetric hD r r').2 k)
    simp only [proposal, indicator_of_notMem h, indicator_of_notMem h', mul_zero]

/-- A positive weight times its Metropolis factor is the smaller of the two weights. -/
lemma weight_mul_min {a b : ℝ} (ha : 0 < a) : a * min 1 (b / a) = min a b := by
  have h : a * (b / a) = b := by field_simp
  rw [mul_min_of_nonneg _ _ ha.le, mul_one, h]

/-- Detailed balance: the flux of accepted moves is symmetric in the two radii. -/
theorem detailed_balance {D r r' : ℝ} {ρ : ℝ → ℝ} (hD : 1 < D)
    (hρ : ∀ x, 0 < x → 0 < ρ x) (hr : 0 < r) (hr' : 0 < r') :
    flux D ρ r r' = flux D ρ r' r := by
  have h1 := weight_mul_min (b := ρ r' * r') (mul_pos (hρ r hr) hr)
  have h2 := weight_mul_min (b := ρ r * r) (mul_pos (hρ r' hr') hr')
  rw [min_comm (ρ r' * r') (ρ r * r)] at h2
  have h3 := proposal_reversal hD hr hr'
  unfold flux radialDensity acceptance
  -- both sides are the weighted proposal times the smaller weight
  linear_combination (r * proposal D r r') * h1 - (r' * proposal D r' r) * h2
    + min (ρ r * r) (ρ r' * r') * h3

/-- For a measurable spatial density the accepted flux into `r'` is integrable, and a
Metropolis step leaves the radial density unchanged at `r'`. -/
theorem radialDensity_stationary {D r' : ℝ} {ρ : ℝ → ℝ} (hD : 1 < D)
    (hρ : ∀ x, 0 < x → 0 < ρ x) (hm : Measurable ρ) (hr' : 0 < r') :
    IntegrableOn (fun r => flux D ρ r r') (Ioi 0) ∧
      metropolisStep D ρ (radialDensity ρ) r' = radialDensity ρ r' := by
  obtain ⟨hpos, hone⟩ := proposal_normalized hD hr'
  have hT : IntegrableOn (fun s => proposal D r' s) (Ioi 0) := by
    by_contra h
    have h0 : ∫ s in Ioi 0, proposal D r' s = 0 := integral_undef h
    linarith
  have hTm : Measurable (fun s => proposal D r' s) :=
    measurable_const.indicator measurableSet_Icc
  have hAm : Measurable (fun s => acceptance ρ r' s) :=
    measurable_const.min ((hm.mul measurable_id).div_const _)
  -- accepted moves are dominated by proposed moves
  have hI : IntegrableOn (fun s => proposal D r' s * acceptance ρ r' s) (Ioi 0) := by
    refine Integrable.mono' hT (hTm.mul hAm).aestronglyMeasurable
      (ae_restrict_of_forall_mem measurableSet_Ioi fun s hs => ?_)
    have hA : 0 ≤ acceptance ρ r' s := le_min zero_le_one
      (div_pos (mul_pos (hρ s hs) hs) (mul_pos (hρ r' hr') hr')).le
    rw [Real.norm_eq_abs, abs_of_nonneg (mul_nonneg (hpos s) hA)]
    exact mul_le_of_le_one_right (hpos s) (min_le_left _ _)
  -- detailed balance turns the inflow into the outflow
  have hE : EqOn (fun r => radialDensity ρ r' * (proposal D r' r * acceptance ρ r' r))
      (fun r => flux D ρ r r') (Ioi 0) := by
    intro r hr
    change _ = flux D ρ r r'
    rw [detailed_balance hD hρ hr hr']
    simp only [flux, mul_assoc]
  refine ⟨IntegrableOn.congr_fun (hI.const_mul _) hE measurableSet_Ioi, ?_⟩
  have hF := setIntegral_congr_fun (μ := volume) measurableSet_Ioi hE
  rw [integral_const_mul] at hF
  unfold flux at hF
  unfold metropolisStep
  rw [← hF]
  ring

/-- With the plain ratio of radial densities in the acceptance, the flux between two mutually
reachable radii balances if and only if the radii coincide. -/
theorem plain_ratio_balance_iff {D r r' : ℝ} {ρ : ℝ → ℝ} (hD : 1 < D)
    (hρ : ∀ x, 0 < x → 0 < ρ x) (hr : 0 < r) (hr' : 0 < r')
    (h : r' ∈ Icc (r / D) (r * D)) :
    radialDensity ρ r * proposal D r r' * min 1 (radialDensity ρ r' / radialDensity ρ r) =
      radialDensity ρ r' * proposal D r' r * min 1 (radialDensity ρ r / radialDensity ρ r')
      ↔ r = r' := by
  refine ⟨fun hb => ?_, fun e => by rw [e]⟩
  have w : 0 < radialDensity ρ r := mul_pos (hρ r hr) (pow_pos hr 2)
  have w' : 0 < radialDensity ρ r' := mul_pos (hρ r' hr') (pow_pos hr' 2)
  have h1 := weight_mul_min (b := radialDensity ρ r') w
  have h2 := weight_mul_min (b := radialDensity ρ r) w'
  rw [min_comm (radialDensity ρ r') (radialDensity ρ r)] at h2
  have hT : 0 < proposal D r r' := by
    simp only [proposal, indicator_of_mem h]
    exact inv_pos.mpr (window_length_pos hD hr)
  -- balance would force equal forward and reverse proposal densities
  have he : proposal D r r' = proposal D r' r := by
    apply mul_right_cancel₀ (lt_min w w').ne'
    linear_combination hb - proposal D r r' * h1 + proposal D r' r * h2
  have h3 := proposal_reversal hD hr hr'
  rw [← he] at h3
  exact mul_right_cancel₀ hT.ne' h3

/-- If acceptance probabilities `a` and `a'` for a move between mutually reachable radii and for its
reverse balance the flux, then `a` is at most the Metropolis acceptance. -/
theorem acceptance_maximal {D r r' a a' : ℝ} {ρ : ℝ → ℝ} (hD : 1 < D)
    (hρ : ∀ x, 0 < x → 0 < ρ x) (hr : 0 < r) (hr' : 0 < r')
    (h : r' ∈ Icc (r / D) (r * D)) (ha : a ≤ 1) (ha' : a' ≤ 1)
    (hb : radialDensity ρ r * proposal D r r' * a =
      radialDensity ρ r' * proposal D r' r * a') :
    a ≤ acceptance ρ r r' := by
  have hT : 0 < proposal D r r' := by
    simp only [proposal, indicator_of_mem h]
    exact inv_pos.mpr (window_length_pos hD hr)
  have h3 := proposal_reversal hD hr hr'
  unfold radialDensity at hb
  -- cancel the common weighted proposal density
  have he : a * (ρ r * r) = ρ r' * r' * a' := by
    apply mul_right_cancel₀ (mul_pos hr hT).ne'
    linear_combination hb - ρ r' * r' * a' * h3
  refine le_min ha ((le_div_iff₀ (mul_pos (hρ r hr) hr)).2 ?_)
  rw [he]
  exact mul_le_of_le_one_right (mul_pos (hρ r' hr') hr').le ha'

end

end RadialMetropolis
```

```lean
#print axioms RadialMetropolis.radialDensity_stationary
#print axioms RadialMetropolis.plain_ratio_balance_iff
#print axioms RadialMetropolis.acceptance_maximal
```

```
'RadialMetropolis.radialDensity_stationary' depends on axioms: [propext, Classical.choice, Quot.sound]
'RadialMetropolis.plain_ratio_balance_iff' depends on axioms: [propext, Classical.choice, Quot.sound]
'RadialMetropolis.acceptance_maximal' depends on axioms: [propext, Classical.choice, Quot.sound]
```

## How the Lean objects correspond to the move

The density `ρ` is a function from the reals to the reals, and the hypothesis `hρ` says that it is positive at every positive argument. Its values at negative arguments have no physical meaning, and its value at zero, the density at the nucleus, plays no part in the results. In all two-radius functions the first radius is the start of the move and the second is its end.

- `proposal D r r'` is $T(r,r')$, written as an indicator function of the closed interval `Icc (r / D) (r * D)` times the inverse window length.
- `radialDensity ρ r` is $P(r)$. It carries no factor $4\pi$ and need not integrate to one. A constant factor in $\rho$ drops out of the acceptance, so a trial density of unknown norm is admissible.
- `acceptance ρ r r'` is $A(r,r')$, and `flux D ρ r r'` is $F(r,r')$, a density in both radii.
- `metropolisStep D ρ p r'` is the new density at $r'$ after one step from the density `p`. Integrals over `Ioi 0` run over the positive half-line.

The theorems then read as follows, always for $D>1$ and positive radii, except that `window_symmetric` holds for any real radii.

- `proposal_normalized` says that the proposal density is nonnegative and has integral one over positive radii.
- `window_symmetric` is the equivalence of the two reachability conditions, and `proposal_reversal` is $r\,T(r,r')=r'\,T(r',r)$.
- `detailed_balance` says that the flux is symmetric for every pair of radii, reachable or not. It assumes that $\rho$ is positive, but not that it is measurable.
- `radialDensity_stationary` adds the hypothesis that $\rho$ is measurable. It concludes that the flux into $r'$ is integrable and that a step returns $P(r')$ at each $r'>0$.
- `plain_ratio_balance_iff` treats a reachable pair and says that the plain ratio balances the flux if and only if $r=r'$. It concerns pairwise balance only.
- `acceptance_maximal` bounds any balancing $a$ by the Metropolis value, again for a reachable pair. Only the upper bounds $a\le1$ and $a'\le1$ are assumed. Exchanging the radii gives the corresponding bound on $a'$.

The theorems about the flux assume strict positivity, which leaves out a density $|\psi|^2$ that vanishes at a radial node. Flux balance itself survives there, because a radius of zero density sends out no flux and moves onto it from a radius of positive density are rejected, but that case is not covered by the Lean statements. The model has a single radial coordinate, with no angular moves and no other electrons. Stationarity also says nothing about whether a walker started elsewhere converges to $P$, or how quickly. For variational Monte Carlo, the result justifies the acceptance factor of a radial one-electron move in this one-coordinate, node-free setting.

## How the Lean proofs follow the calculation

`window_length_pos` obtains the positive length from $r/D<r$ and $r(D-1)>0$. In `proposal_normalized`, the inclusion `hsub` places the window inside the positive half-line. The integral of the indicator then becomes the integral of a constant over the window, and `mul_inv_cancel₀` reduces length times inverse length to one.

`window_symmetric` clears the divisions by $D$ with `div_le_iff₀`, after which the two sides contain the same inequalities in opposite order. `proposal_reversal` first proves `key`, the statement that $x$ times the inverse window length at $x$ is $(D-D^{-1})^{-1}$. It then splits on whether $r'$ lies in the window. If it does, both sides equal this constant; if not, both are zero.

The lemma `weight_mul_min` is the identity $a\min(1,b/a)=\min(a,b)$ for $a>0$. `detailed_balance` uses it once for each direction, as `h1` and `h2`, with `min_comm` putting the second minimum in the same order as the first. The reversal identity is `h3`. The final `linear_combination` multiplies `h1` and `h2` by the weighted proposals and `h3` by the common minimum, which is the factorization of $F$ carried out on both sides at once.

`radialDensity_stationary` starts with integrability. Mathlib assigns the value zero to the integral of a non-integrable function, so a proposal with integral one must be integrable; this gives `hT`. The product of proposal and acceptance is measurable and bounded by the proposal, and `Integrable.mono'` turns that into `hI`. The statement `hE` applies detailed balance at each positive $r$, identifying the flux into $r'$ with $P(r')$ times the outgoing proposal and acceptance. Integrating it gives `hF`, the equality of inflow and outflow. Once that is substituted into `metropolisStep`, `ring` performs the cancellation.

In `plain_ratio_balance_iff`, the direction from $r=r'$ to balance is a substitution. For the other direction, `weight_mul_min` is applied to the full radial densities, and cancelling their positive minimum yields `he`, the equality of forward and reverse proposals. Inserting this into `proposal_reversal` and cancelling the positive proposal density leaves $r=r'$.

`acceptance_maximal` cancels $r\,T(r,r')$ from the balance equation to obtain `he`, which is $\rho(r)r\,a=\rho(r')r'\,a'$ with the left-hand factors in a different order. Then `le_min` splits the goal into the two bounds contained in the minimum. The first is the hypothesis $a\le1$, and the second follows from `he` and $a'\le1$.
